# The four matrix elements of the Keldysh rate for a non-interacting double dot fed through its first dot

The theorem `keldyshRate_dot` concerns two dots with detuning `d`, real tunnelling amplitude `h` and level widths `a` and `b`, with injection at rate `a` into the first dot only. It writes out the four entries of the Keldysh rate -i(KR - RK†) + S, where K = H - iΓ/2 and the model has no interaction term. The matrix `R` is an arbitrary complex 2 × 2 matrix: it need not be Hermitian, nor make the rate vanish. The proof first uses `keldyshRate_eq` to rewrite the rate as a commutator with H, an anticommutator with Γ and the injection, and then tries to check the four entries one by one with `simp` and `ring`.

An attempt in Lean 4 with a fault in it:

```lean
import Mathlib

open Matrix
open Complex (I)

namespace HighBiasDoubleDot

noncomputable section

variable {n : Type*} [Fintype n]

/-- The effective Hamiltonian `K = H - iΓ/2` of a system with level widths `Γ`. -/
def effectiveH (H Γ : Matrix n n ℂ) : Matrix n n ℂ := H - (I / 2) • Γ

/-- The left-hand side `-i(K R - R K†) + S` of the stationary Keldysh equation for the
density matrix `R` with injection `S`. -/
def keldyshRate (H Γ S R : Matrix n n ℂ) : Matrix n n ℂ :=
  (-I) • (effectiveH H Γ * R - R * (effectiveH H Γ)ᴴ) + S

/-- Two dots with detuning `d` and tunnelling amplitude `h`. -/
def dotH (d h : ℝ) : Matrix (Fin 2) (Fin 2) ℂ := !![(d : ℂ), (h : ℂ); (h : ℂ), 0]

/-- The diagonal matrix of the rates `a` on the first dot and `b` on the second. -/
def leadRates (a b : ℝ) : Matrix (Fin 2) (Fin 2) ℂ := !![(a : ℂ), 0; 0, (b : ℂ)]

/-- For Hermitian `H` and `Γ` the Keldysh rate is a commutator with `H`, an anticommutator
with `Γ`, and the injection. -/
theorem keldyshRate_eq {H Γ : Matrix n n ℂ} (hH : H.IsHermitian) (hΓ : Γ.IsHermitian)
    (S R : Matrix n n ℂ) :
    keldyshRate H Γ S R
      = (-I) • (H * R - R * H) - (1 / 2 : ℂ) • (Γ * R + R * Γ) + S := by
  have hs : star (I / 2 : ℂ) = -(I / 2) := by
    rw [← starRingEnd_apply, map_div₀, Complex.conj_I, map_ofNat]
    ring
  have hK : (effectiveH H Γ)ᴴ = H + (I / 2) • Γ := by
    rw [effectiveH, conjTranspose_sub, conjTranspose_smul, hH.eq, hΓ.eq, hs, neg_smul,
      sub_neg_eq_add]
  have key : effectiveH H Γ * R - R * (effectiveH H Γ)ᴴ
      = (H * R - R * H) - (I / 2) • (Γ * R + R * Γ) := by
    rw [hK, effectiveH]
    simp only [Matrix.sub_mul, Matrix.mul_add, Matrix.smul_mul, Matrix.mul_smul]
    module
  have hI : -I * (I / 2) = 1 / 2 := by linear_combination (-1 / 2) * Complex.I_mul_I
  rw [keldyshRate, key, smul_sub, smul_smul, hI]

/-- The four components of the Keldysh rate of the double dot. -/
theorem keldyshRate_dot (d h a b : ℝ) (R : Matrix (Fin 2) (Fin 2) ℂ) :
    keldyshRate (dotH d h) (leadRates a b) (leadRates a 0) R =
      !![-I * h * (R 1 0 - R 0 1) - a * R 0 0 + a,
         -I * (d * R 0 1 + h * R 1 1 - h * R 0 0) - (a + b) / 2 * R 0 1;
         -I * (h * R 0 0 - d * R 1 0 - h * R 1 1) - (a + b) / 2 * R 1 0,
         -I * h * (R 0 1 - R 1 0) - b * R 1 1] := by
  have hH : (dotH d h).IsHermitian := by
    ext i j
    fin_cases i <;> fin_cases j <;> simp [dotH]
  have hΓ : (leadRates a b).IsHermitian := by
    ext i j
    fin_cases i <;> fin_cases j <;> simp [leadRates]
  rw [keldyshRate_eq hH hΓ]
  ext i j
  fin_cases i <;> fin_cases j <;>
    simp [dotH, leadRates, Matrix.mul_apply, Fin.sum_univ_two] <;> ring

end

end HighBiasDoubleDot
```

Compiling this gives:

```
Try this:
  [apply] ring_nf
  
  The `ring` tactic failed to close the goal. Use `ring_nf` to obtain a normal form.
    
  Note that `ring` works primarily in *commutative* rings. If you have a noncommutative ring, abelian group or module, consider using `noncomm_ring`, `abel` or `module` instead.
Try this:
  [apply] ring_nf
  
  The `ring` tactic failed to close the goal. Use `ring_nf` to obtain a normal form.
    
  Note that `ring` works primarily in *commutative* rings. If you have a noncommutative ring, abelian group or module, consider using `noncomm_ring`, `abel` or `module` instead.
Try this:
  [apply] ring_nf
  
  The `ring` tactic failed to close the goal. Use `ring_nf` to obtain a normal form.
    
  Note that `ring` works primarily in *commutative* rings. If you have a noncommutative ring, abelian group or module, consider using `noncomm_ring`, `abel` or `module` instead.
Try this:
  [apply] ring_nf
  
  The `ring` tactic failed to close the goal. Use `ring_nf` to obtain a normal form.
    
  Note that `ring` works primarily in *commutative* rings. If you have a noncommutative ring, abelian group or module, consider using `noncomm_ring`, `abel` or `module` instead.
Main.lean:52:50: error: unsolved goals
case «0».«0»
d h a b : ℝ
R : Matrix (Fin 2) (Fin 2) ℂ
hH : (dotH d h).IsHermitian
hΓ : (leadRates a b).IsHermitian
⊢ -(I * (![↑d, ↑h] ᵥ* R) 0) + I * R 0 0 * ↑d + I * R 0 1 * ↑h + R 0 0 * ↑a * (-1 / 2) + (![↑a, 0] ᵥ* R) 0 * (-1 / 2) =
    I * R 0 1 * ↑h - I * ↑h * R 1 0 - R 0 0 * ↑a

case «0».«1»
d h a b : ℝ
R : Matrix (Fin 2) (Fin 2) ℂ
hH : (dotH d h).IsHermitian
hΓ : (leadRates a b).IsHermitian
⊢ -(I * (![↑d, ↑h] ᵥ* R) 1) + I * R 0 0 * ↑h + (![↑a, 0] ᵥ* R) 1 * (-1 / 2) + R 0 1 * ↑b * (-1 / 2) =
    I * R 0 0 * ↑h - I * ↑h * R 1 1 - I * R 0 1 * ↑d + R 0 1 * ↑b * (-1 / 2) + R 0 1 * ↑a * (-1 / 2)

case «1».«0»
d h a b : ℝ
R : Matrix (Fin 2) (Fin 2) ℂ
hH : (dotH d h).IsHermitian
hΓ : (leadRates a b).IsHermitian
⊢ -(I * (![↑h, 0] ᵥ* R) 0) + I * R 1 0 * ↑d + I * R 1 1 * ↑h + R 1 0 * ↑a * (-1 / 2) + (![0, ↑b] ᵥ* R) 0 * (-1 / 2) =
    I * R 1 0 * ↑d + I * R 1 1 * ↑h - I * ↑h * R 0 0 + R 1 0 * ↑a * (-1 / 2) + R 1 0 * ↑b * (-1 / 2)

case «1».«1»
d h a b : ℝ
R : Matrix (Fin 2) (Fin 2) ℂ
hH : (dotH d h).IsHermitian
hΓ : (leadRates a b).IsHermitian
⊢ -(I * (![↑h, 0] ᵥ* R) 1) + I * R 1 0 * ↑h + (![0, ↑b] ᵥ* R) 1 * (-1 / 2) + R 1 1 * ↑b * (-1 / 2) =
    I * R 1 0 * ↑h - I * ↑h * R 0 1 - R 1 1 * ↑b
```

Diagnosis. The four `ring` messages and the four unsolved goals report the same failure, once for each entry. The goals still contain terms such as `(![↑d, ↑h] ᵥ* R) 0`, an entry of a row vector times `R`. They arise because `simp` unfolds `dotH` and `leadRates` and simplifies the product of an explicit matrix with `R` into row-vector products before it reaches the entry of that product. `Matrix.mul_apply` then no longer fits. The products with `R` on the left were expanded into sums, but `ring` treats the remaining vector-product entries as unknown quantities and cannot match them with the entries of `R` on the other side.

The repair expands the entries first, with a `simp only` that does not unfold `dotH` or `leadRates`. `Matrix.mul_apply` now applies to every product, and `Fin.sum_univ_two` writes out the sums. The later `simp` only has to insert the explicit matrix entries and simplify, which leaves identities between complex numbers that `ring` can prove.

As a diff, the version that Lean accepts:

```diff
@@ -59,6 +59,8 @@
   rw [keldyshRate_eq hH hΓ]
   ext i j
-  fin_cases i <;> fin_cases j <;>
-    simp [dotH, leadRates, Matrix.mul_apply, Fin.sum_univ_two] <;> ring
+  -- expand the products before inserting the explicit matrices
+  simp only [Matrix.add_apply, Matrix.sub_apply, Matrix.smul_apply, Matrix.mul_apply,
+    Fin.sum_univ_two, smul_eq_mul]
+  fin_cases i <;> fin_cases j <;> simp [dotH, leadRates] <;> ring
 
 end
```
